# The linearized Sham–Schlüter equation as a stationarity condition at fixed self-energies

Q: An electron moves in a local Kohn–Sham-type potential v, and a random-phase calculation hands me a nonlocal, frequency-dependent self-energy. I want the local potential x that best stands in for it. The linearized Sham–Schlüter equation is supposed to determine x. You say it is a stationarity condition, but of what? The self-energy itself depends on v.

A: Of an expression in which the self-energy is held fixed. Take finitely many sites r, s and frequencies zₖ with weights cₖ. Let h be the one-body matrix, Sₖ the self-energy matrix at zₖ, and

Gₖ(v) = (zₖ − h − diag v)⁻¹

F(v) = ∑ₖ cₖ Tr[(Sₖ − diag x) Gₖ(v)]

Only the Green functions respond when v changes.

Q: Why is freezing Sₖ and x legitimate?

A: Suppose an exchange-correlation energy Φ changes by ∑ₖ cₖ Tr[Sₖ δGₖ] when the Green functions change; the RPA energy with its GW-type self-energy is of this kind. Now let the δGₖ come from a change of the local potential v, and regard Φ along such changes as a functional of the density ρ(r) = ∑ₖ cₖ Gₖ(r,r). If x is its derivative with respect to ρ, the same change equals ∑ᵣ x(r) δρ(r). Subtracting gives

∑ₖ cₖ Tr[(Sₖ − diag x) δGₖ] = 0

which is the first-order change of F with Sₖ and x frozen. F is therefore a device for this condition, not the RPA energy.

Q: Show me the equation coming out by hand.

A: Move v to u = v + t w, with w a local direction. At one frequency,

(z − h − diag v) − (z − h − diag u) = t diag w

Multiply by G(v) on the left and G(u) on the right:

G(u) − G(v) = t G(v) diag(w) G(u)

Divide by t and let t → 0. Since G(u) → G(v), the derivative of G is G diag(w) G, with G taken at v. Put Mₖ = Sₖ − diag x. Cyclicity of the trace gives

dF/dt = ∑ₖ cₖ Tr[Mₖ Gₖ diag(w) Gₖ] = ∑ᵣ w(r) ∑ₖ cₖ (Gₖ Mₖ Gₖ)(r,r)

The x part follows from (Gₖ diag(x) Gₖ)(r,r) = ∑ₛ Gₖ(r,s) x(s) Gₖ(s,r). With

K(r,s) = ∑ₖ cₖ Gₖ(r,s) Gₖ(s,r)

we get

dF/dt = ∑ᵣ w(r) [∑ₖ cₖ (Gₖ Sₖ Gₖ)(r,r) − ∑ₛ K(r,s) x(s)]

If this vanishes for every w, choose w equal to 1 on one site and 0 elsewhere: the bracket vanishes at that site. Conversely, if every bracket vanishes, so does the derivative. Hence stationarity is equivalent to

∑ₖ cₖ (Gₖ Sₖ Gₖ)(r,r) = ∑ₛ K(r,s) x(s) for every r

Q: Now the formal version. What are the sites and frequencies there?

A: `n` is the finite type of sites and `ι` the finite type of frequency labels.

In Lean 4 with Mathlib:

```lean
import Mathlib

open scoped Topology

namespace LinearizedShamSchlueter

noncomputable section

variable {n ι : Type*} [Fintype n] [DecidableEq n] [Fintype ι]
```

The matrix to be inverted has its own name, so that its invertibility can be stated as a hypothesis.

```lean
/-- The matrix `z - h - diag v` for one-body matrix `h`, frequency `z` and local potential `v`. -/
def secular (h : Matrix n n ℂ) (z : ℂ) (v : n → ℂ) : Matrix n n ℂ :=
  z • (1 : Matrix n n ℂ) - h - Matrix.diagonal v

/-- The Green function `G(v) = (z - h - diag v)⁻¹`, meaningful where `z - h - diag v` is
invertible. -/
def green (h : Matrix n n ℂ) (z : ℂ) (v : n → ℂ) : Matrix n n ℂ :=
  (secular h z v)⁻¹
```

Q: Does anything force h to be Hermitian, or v to be real?

A: No. All entries, frequencies and weights are complex and otherwise arbitrary. Quadrature factors, spin factors and signs go into `c`, and the same `c` must serve the functional and the density.

```lean
/-- The functional `∑ₖ cₖ Tr[(Sₖ - diag x) Gₖ(v)]` with fixed self-energies `Sₖ` and fixed
local potential `x`. -/
def functional (h : Matrix n n ℂ) (z c : ι → ℂ) (S : ι → Matrix n n ℂ) (x v : n → ℂ) : ℂ :=
  ∑ k, c k * Matrix.trace ((S k - Matrix.diagonal x) * green h (z k) v)

/-- The response matrix `K r s = ∑ₖ cₖ Gₖ(r,s) Gₖ(s,r)`. -/
def response (h : Matrix n n ℂ) (z c : ι → ℂ) (v : n → ℂ) : Matrix n n ℂ :=
  Matrix.of fun r s => ∑ k, c k * (green h (z k) v r s * green h (z k) v s r)
```

Q: And "stationary"? A physical potential is real, so I want real variations.

A: That is what the definition uses: `w : n → ℝ` and a real parameter t. `HasDerivAt ... 0 0` says that the derivative at t = 0 exists and equals zero. The functional is complex-valued, so its real and imaginary parts must both be stationary. Nothing is said about a minimum.

```lean
/-- The functional has zero derivative at `v` along every real local direction `w`. -/
def IsStationary (h : Matrix n n ℂ) (z c : ι → ℂ) (S : ι → Matrix n n ℂ)
    (x v : n → ℂ) : Prop :=
  ∀ w : n → ℝ, HasDerivAt
    (fun t : ℝ => functional h z c S x (v + (t : ℂ) • fun r => (w r : ℂ))) 0 0
```

The main theorem, `stationary_iff_sham_schlueter`, assumes `hv`: for every k, the matrix zₖ − h − diag v is invertible. Physically, no sampled frequency sits on a one-particle pole. It then states the equivalence we derived, for any `S` and `x`.

Q: Where is self-consistency, then?

A: It enters through what you insert. At a self-consistent solution, Sₖ is built from Gₖ(v), and v contains x; the equivalence applies at that point. The theorem neither constructs such a solution nor shows that an x exists for given Sₖ. It also concerns the linearized equation, with Gₖ(v) on both sides of the self-energy; the full Sham–Schlüter equation has an interacting Green function on one side.

Q: Let me follow the proof. Your first step was the difference of two inverses.

A: That is the Dyson equation, proved by writing diag(u − v) as the difference of the two matrices and cancelling each against its inverse.

```lean
/-- Dyson equation: the Green functions of two local potentials `u` and `v`, both existing,
obey `G(u) = G(v) + G(v) diag(u - v) G(u)`. -/
theorem dyson {h : Matrix n n ℂ} {z : ℂ} {u v : n → ℂ}
    (hv : IsUnit (secular h z v)) (hu : IsUnit (secular h z u)) :
    green h z u = green h z v + green h z v * Matrix.diagonal (u - v) * green h z u := by
  have h1 : green h z v * secular h z v = 1 :=
    Matrix.nonsing_inv_mul _ ((Matrix.isUnit_iff_isUnit_det _).1 hv)
  have h2 : secular h z u * green h z u = 1 :=
    Matrix.mul_nonsing_inv _ ((Matrix.isUnit_iff_isUnit_det _).1 hu)
  have hd : Matrix.diagonal (u - v) = secular h z v - secular h z u := by
    have e : Matrix.diagonal (u - v) = Matrix.diagonal u - Matrix.diagonal v := by
      ext i j
      by_cases hij : i = j <;> simp [hij]
    rw [e]
    unfold secular
    abel
  rw [hd, mul_sub, sub_mul, h1, one_mul, mul_assoc, h2, mul_one]
  abel
```

Dividing by t is a separate lemma: if f(t) = f(0) + t g(t) near zero and g is continuous there, the derivative is g(0).

```lean
/-- If `f t = f 0 + t g(t)` near `t = 0` with `g` continuous at `0`, then `f` has derivative
`g 0` there. -/
theorem hasDerivAt_of_factor {f g : ℂ → ℂ} (hg : ContinuousAt g 0)
    (hf : ∀ᶠ t in 𝓝 (0 : ℂ), f t = f 0 + t * g t) : HasDerivAt f (g 0) 0 := by
  rw [hasDerivAt_iff_tendsto_slope]
  refine (hg.tendsto.mono_left nhdsWithin_le_nhds).congr' ?_
  filter_upwards [hf.filter_mono nhdsWithin_le_nhds, self_mem_nhdsWithin] with t ht hne
  have h0 : t ≠ 0 := hne
  rw [slope_def_field, ht, sub_zero, add_sub_cancel_left, mul_div_cancel_left₀ _ h0]
```

Q: You assumed invertibility only at v, but the Dyson equation needs it at u as well.

A: The determinant is continuous and nonzero at v, so it stays nonzero for small t. The next proof uses this, and it gets continuity of G from the adjugate divided by the determinant. The Dyson equation then supplies the factor g(t), and the limit is Tr[M G diag(w) G].

```lean
/-- Where the Green function exists, `Tr[M G]` changes along the local direction `w` at the
rate `Tr[M G diag(w) G]`. -/
theorem trace_green_hasDerivAt {h : Matrix n n ℂ} {z : ℂ} {v : n → ℂ}
    (hv : IsUnit (secular h z v)) (M : Matrix n n ℂ) (w : n → ℂ) :
    HasDerivAt (fun t : ℂ => Matrix.trace (M * green h z (v + t • w)))
      (Matrix.trace (M * (green h z v * Matrix.diagonal w * green h z v))) 0 := by
  have hp : Continuous fun t : ℂ => v + t • w := by fun_prop
  have hs : Continuous (secular h z) := by
    show Continuous fun u : n → ℂ => z • (1 : Matrix n n ℂ) - h - Matrix.diagonal u
    exact continuous_const.sub continuous_id.matrix_diagonal
  have hA : Continuous fun t : ℂ => secular h z (v + t • w) := hs.comp hp
  have hd : (secular h z (v + (0 : ℂ) • w)).det ≠ 0 := by
    rw [zero_smul, add_zero]
    exact ((Matrix.isUnit_iff_isUnit_det _).1 hv).ne_zero
  -- the Green function is continuous along the path, by Cramer's rule
  have hG : ContinuousAt (fun t : ℂ => green h z (v + t • w)) 0 := by
    have e : (fun t : ℂ => green h z (v + t • w)) = fun t : ℂ =>
        (secular h z (v + t • w)).det⁻¹ • (secular h z (v + t • w)).adjugate := by
      funext t
      rw [green, Matrix.inv_def, Ring.inverse_eq_inv']
    rw [e]
    exact (hA.matrix_det.continuousAt.inv₀ hd).smul hA.matrix_adjugate.continuousAt
  have hc : Continuous fun X : Matrix n n ℂ =>
      Matrix.trace (M * (green h z v * Matrix.diagonal w * X)) :=
    (continuous_const.matrix_mul (continuous_const.matrix_mul continuous_id)).matrix_trace
  -- the Dyson equation supplies the difference quotient
  have hev : ∀ᶠ t in 𝓝 (0 : ℂ), Matrix.trace (M * green h z (v + t • w)) =
      Matrix.trace (M * green h z (v + (0 : ℂ) • w)) + t * Matrix.trace
        (M * (green h z v * Matrix.diagonal w * green h z (v + t • w))) := by
    filter_upwards [hA.matrix_det.continuousAt.eventually_ne hd] with t ht
    have hD := dyson hv ((Matrix.isUnit_iff_isUnit_det _).2 (isUnit_iff_ne_zero.2 ht))
    rw [add_sub_cancel_left, Matrix.diagonal_smul, Matrix.mul_smul, Matrix.smul_mul] at hD
    rw [zero_smul, add_zero]
    calc Matrix.trace (M * green h z (v + t • w))
        = Matrix.trace (M * (green h z v +
            t • (green h z v * Matrix.diagonal w * green h z (v + t • w)))) := by rw [← hD]
      _ = _ := by
        rw [mul_add, Matrix.mul_smul, Matrix.trace_add, Matrix.trace_smul, smul_eq_mul]
  refine (hasDerivAt_of_factor
    (f := fun t : ℂ => Matrix.trace (M * green h z (v + t • w)))
    (g := fun t : ℂ => Matrix.trace
      (M * (green h z v * Matrix.diagonal w * green h z (v + t • w))))
    (hc.continuousAt.comp hG) hev).congr_deriv ?_
  simp only [zero_smul, add_zero]
```

The x term is the index expansion we did by hand, with the sums over k and s exchanged.

```lean
/-- The response matrix applied to a local potential `x` is the diagonal of
`∑ₖ cₖ Gₖ diag(x) Gₖ`. -/
theorem response_apply (h : Matrix n n ℂ) (z c : ι → ℂ) (v x : n → ℂ) (r : n) :
    ∑ s, response h z c v r s * x s =
      ∑ k, c k * (green h (z k) v * Matrix.diagonal x * green h (z k) v) r r := by
  simp only [response, Matrix.of_apply, Finset.sum_mul]
  rw [Finset.sum_comm]
  refine Finset.sum_congr rfl fun k _ => ?_
  rw [Matrix.mul_apply, Finset.mul_sum]
  refine Finset.sum_congr rfl fun s _ => ?_
  rw [Matrix.mul_diagonal]
  ring
```

Q: You call K a response matrix. Is that only a name?

A: It is proved to be the linear response of ρ to a local potential. Choosing M as the projector onto site r turns the trace derivative into the derivative of G(r,r), and summing with the weights gives ∑ₛ K(r,s) w(s). This is the non-interacting response at fixed frequencies and weights.

```lean
/-- Where all Green functions exist, the density `∑ₖ cₖ Gₖ(r,r)` responds to a local
perturbation `w` at the rate `∑ₛ K(r,s) w(s)`. -/
theorem density_hasDerivAt {h : Matrix n n ℂ} {z : ι → ℂ} {v : n → ℂ}
    (hv : ∀ k, IsUnit (secular h (z k) v)) (c : ι → ℂ) (w : n → ℂ) (r : n) :
    HasDerivAt (fun t : ℂ => ∑ k, c k * green h (z k) (v + t • w) r r)
      (∑ s, response h z c v r s * w s) 0 := by
  have hM : ∀ X : Matrix n n ℂ,
      Matrix.trace (Matrix.diagonal (Pi.single r (1 : ℂ)) * X) = X r r := by
    intro X
    simp only [Matrix.trace, Matrix.diag_apply, Matrix.diagonal_mul, Pi.single_apply,
      ite_mul, one_mul, zero_mul, Finset.sum_ite_eq', Finset.mem_univ, if_true]
  rw [response_apply]
  refine HasDerivAt.fun_sum fun k _ => ?_
  have hk := trace_green_hasDerivAt (hv k) (Matrix.diagonal (Pi.single r (1 : ℂ))) w
  simp only [hM] at hk
  exact hk.const_mul (c k)
```

For the functional, `hT` contains the cyclic step that brings diag(w) to the front. The remaining lines collect the terms by site.

```lean
/-- Where all Green functions exist, the derivative of the functional along `w` is the sum over
sites of `w(r)` times `∑ₖ cₖ (Gₖ Sₖ Gₖ)(r,r) - ∑ₛ K(r,s) x(s)`. -/
theorem functional_hasDerivAt {h : Matrix n n ℂ} {z : ι → ℂ} {v : n → ℂ}
    (hv : ∀ k, IsUnit (secular h (z k) v)) (c : ι → ℂ) (S : ι → Matrix n n ℂ)
    (x w : n → ℂ) :
    HasDerivAt (fun t : ℂ => functional h z c S x (v + t • w))
      (∑ r, w r * (∑ k, c k * (green h (z k) v * S k * green h (z k) v) r r
        - ∑ s, response h z c v r s * x s)) 0 := by
  -- cyclicity of the trace isolates the direction `w`
  have hT : ∀ M G : Matrix n n ℂ, Matrix.trace (M * (G * Matrix.diagonal w * G)) =
      ∑ r, w r * (G * M * G) r r := by
    intro M G
    have e1 : M * (G * Matrix.diagonal w * G) = (M * G) * (Matrix.diagonal w * G) := by
      simp only [mul_assoc]
    have e2 : (Matrix.diagonal w * G) * (M * G) = Matrix.diagonal w * (G * M * G) := by
      simp only [mul_assoc]
    rw [e1, Matrix.trace_mul_comm, e2]
    simp only [Matrix.trace, Matrix.diag_apply, Matrix.diagonal_mul]
  refine (HasDerivAt.fun_sum fun k _ => (trace_green_hasDerivAt (hv k)
    (S k - Matrix.diagonal x) w).const_mul (c k)).congr_deriv ?_
  simp only [hT, Finset.mul_sum]
  rw [Finset.sum_comm]
  refine Finset.sum_congr rfl fun r _ => ?_
  rw [response_apply, ← Finset.sum_sub_distrib, Finset.mul_sum]
  refine Finset.sum_congr rfl fun k _ => ?_
  rw [mul_sub, sub_mul, Matrix.sub_apply]
  ring
```

Q: These derivatives use a complex t. How do you get back to real variations?

A: `comp_ofReal` restricts the complex derivative to the real axis. For the forward direction, `Pi.single r 1` is the potential change on site r alone, and uniqueness of the derivative makes the bracket zero. For the converse, every term in the sum vanishes. Both directions use the derivative formula, which has already been established from `hv`.

```lean
/-- Linearized Sham-Schlüter equation: where all Green functions exist, the functional is
stationary at `v` exactly when `∑ₖ cₖ (Gₖ Sₖ Gₖ)(r,r) = ∑ₛ K(r,s) x(s)` at every site `r`. -/
theorem stationary_iff_sham_schlueter {h : Matrix n n ℂ} {z : ι → ℂ} {v : n → ℂ}
    (hv : ∀ k, IsUnit (secular h (z k) v)) (c : ι → ℂ) (S : ι → Matrix n n ℂ)
    (x : n → ℂ) :
    IsStationary h z c S x v ↔
      ∀ r, ∑ k, c k * (green h (z k) v * S k * green h (z k) v) r r =
        ∑ s, response h z c v r s * x s := by
  have hd : ∀ w : n → ℝ, HasDerivAt
      (fun t : ℝ => functional h z c S x (v + (t : ℂ) • fun r => (w r : ℂ)))
      (∑ r, (w r : ℂ) * (∑ k, c k * (green h (z k) v * S k * green h (z k) v) r r
        - ∑ s, response h z c v r s * x s)) 0 := by
    intro w
    have h0 := functional_hasDerivAt hv c S x (fun r => (w r : ℂ))
    rw [← Complex.ofReal_zero] at h0
    exact h0.comp_ofReal
  constructor
  · intro H r
    -- vary the potential on site `r` alone
    have h1 := (hd (Pi.single r (1 : ℝ))).unique (H (Pi.single r (1 : ℝ)))
    rw [Finset.sum_eq_single r
      (fun s _ hs => by simp only [Pi.single_eq_of_ne hs, Complex.ofReal_zero, zero_mul])
      (fun hr => absurd (Finset.mem_univ r) hr)] at h1
    simp only [Pi.single_eq_same, Complex.ofReal_one, one_mul] at h1
    exact sub_eq_zero.1 h1
  · intro H w
    exact (hd w).congr_deriv
      (Finset.sum_eq_zero fun r _ => by rw [H r, sub_self, mul_zero])
```

Q: Suppose I allowed nonlocal changes of the potential as well.

A: The same argument, with an arbitrary matrix W in place of diag(w), would lead to the whole matrix equation

∑ₖ cₖ Gₖ Sₖ Gₖ = ∑ₖ cₖ Gₖ diag(x) Gₖ

With more than one site, this is more equations than x has components. Local changes ask only for the diagonal; the file treats only those.

Q: One last doubt. A potential should be defined only up to a constant, yet your equation seems to fix x completely.

A: That depends on the system and on the frequencies and weights. Adding a constant a to x adds a ∑ₛ K(r,s) to the right-hand side, and

∑ₛ K(r,s) = ∑ₖ cₖ (Gₖ Gₖ)(r,r)

If this is zero at every site, the shift has no effect on stationarity. The condition means that a uniform potential leaves the density unchanged to first order, as for a gapped system with a fixed number of electrons. A finite frequency grid need not satisfy it exactly, so the theorem takes it as the hypothesis `h0`. It says that constants are free, not that they are the only freedom in x.

Q: So what does this give someone running an optimized-effective-potential calculation?

A: For a finite set of sites and a fixed frequency grid, it identifies the linear system for x with stationarity of the discretized functional F under changes of v, with the self-energies and x held fixed. Local potentials are diagonal matrices here; a basis in which they are not, such as Gaussian orbitals, is not covered as it stands. The constant-shift result also identifies a condition under which that system leaves the zero of x undetermined.

```lean
/-- Where all Green functions exist and `∑ₖ cₖ (Gₖ Gₖ)(r,r)` vanishes at every site, adding a
constant `a` to `x` does not affect stationarity. -/
theorem stationary_add_const_iff {h : Matrix n n ℂ} {z c : ι → ℂ} {v : n → ℂ}
    (hv : ∀ k, IsUnit (secular h (z k) v))
    (h0 : ∀ r, ∑ k, c k * (green h (z k) v * green h (z k) v) r r = 0)
    (S : ι → Matrix n n ℂ) (x : n → ℂ) (a : ℂ) :
    IsStationary h z c S (fun s => x s + a) v ↔ IsStationary h z c S x v := by
  -- the rows of the response matrix sum to zero
  have hrow : ∀ r, ∑ s, response h z c v r s = 0 := by
    intro r
    rw [← h0 r]
    simp only [response, Matrix.of_apply, Matrix.mul_apply, Finset.mul_sum]
    exact Finset.sum_comm
  have hx : ∀ r, ∑ s, response h z c v r s * (x s + a) =
      ∑ s, response h z c v r s * x s := by
    intro r
    have ha : ∑ s, response h z c v r s * a = 0 := by
      rw [← Finset.sum_mul, hrow r, zero_mul]
    simp only [mul_add, Finset.sum_add_distrib]
    rw [ha, add_zero]
  rw [stationary_iff_sham_schlueter hv, stationary_iff_sham_schlueter hv]
  simp only [hx]

end

end LinearizedShamSchlueter
```

```lean
#print axioms LinearizedShamSchlueter.density_hasDerivAt
#print axioms LinearizedShamSchlueter.stationary_iff_sham_schlueter
#print axioms LinearizedShamSchlueter.stationary_add_const_iff
```

```
'LinearizedShamSchlueter.density_hasDerivAt' depends on axioms: [propext, Classical.choice, Quot.sound]
'LinearizedShamSchlueter.stationary_iff_sham_schlueter' depends on axioms: [propext, Classical.choice, Quot.sound]
'LinearizedShamSchlueter.stationary_add_const_iff' depends on axioms: [propext, Classical.choice, Quot.sound]
```
